# The Buzek-Hillery cloner: Bloch vector \(2r/3\) and fidelity \(5/6\)

## Physical setting

A spin one-half arrives in an unknown state \(|\psi\rangle\), and two parties each want a copy. No linear device copies every state exactly, so one asks how good two equal imperfect copies can be. For three ideal, noiseless qubits \(|ijk\rangle\) (clone \(i\), clone \(j\), ancilla \(k\)), take real amplitudes \(a,b\) and
\[
V|0\rangle=a|000\rangle+b(|011\rangle+|101\rangle),\qquad V|1\rangle=a|111\rangle+b(|010\rangle+|100\rangle).
\]
The result gives an explicit approximate copier for this one-input, two-copy model whose quality is independent of the input direction.

## Statement

For a \(2\times2\) matrix \(\rho\), the Bloch vector is \(r_k=\operatorname{Tr}(\rho\sigma_k)\), with \(k=0,1,2\) for \(x,y,z\), and the fidelity with \(\psi\) is \(F=\langle\psi|\rho|\psi\rangle\).

`buzek_hillery`: for \(a=\sqrt{2/3}\), \(b=\sqrt{1/6}\), one has \(V^\dagger V=1\), and for every \(\psi\) with \(\langle\psi|\psi\rangle=1\) each of the first two qubits of \(V\psi\) has Bloch vector \(2r/3\), where \(r\) belongs to \(|\psi\rangle\langle\psi|\), and \(F=5/6\).

`universal_unique`: if \(a>0\), \(V^\dagger V=1\), and the first clone has Bloch vector \(\eta r\) with one number \(\eta\) for all unit inputs, then \(a\) and \(b\) take these values.

## Derivation

The columns \(V|0\rangle\) and \(V|1\rangle\) share no basis vector and have squared norm \(a^2+2b^2\), so \(V^\dagger V=(a^2+2b^2)\,1\).

Collecting the terms of \(V\) by the labels \(jk\) gives maps from the input to qubit one,
\[
K_{00}=\begin{pmatrix}a&0\\0&b\end{pmatrix},\quad K_{11}=\begin{pmatrix}b&0\\0&a\end{pmatrix},\quad K_{01}=b|1\rangle\langle0|,\quad K_{10}=b|0\rangle\langle1|,
\]
and the reduced state of \(V\rho V^\dagger\) is \(\rho^{(1)}=\sum_{jk}K_{jk}\rho K_{jk}^\dagger\). Its diagonal entries are \(a^2\rho_{ii}+b^2\operatorname{Tr}\rho\) and its off-diagonal entries \(2ab\,\rho_{01}\), \(2ab\,\rho_{10}\). With \(D\) the diagonal part of \(\rho\),
\[
\rho^{(1)}=2ab\,\rho+b^2\operatorname{Tr}\rho\;1+(a^2-2ab)D .
\]
Both columns of \(V\) are symmetric under exchange of the first two qubits, so \(\rho^{(2)}=\rho^{(1)}\). Since \(r_0=\rho_{01}+\rho_{10}\), \(r_1=i(\rho_{01}-\rho_{10})\) and \(r_2=\rho_{00}-\rho_{11}\), the clone has Bloch vector \((2ab\,r_0,\,2ab\,r_1,\,a^2r_2)\).

At \(a^2=2/3\), \(b^2=1/6\), \(ab=1/3\) the norm is one, the \(D\) term vanishes, and
\[
\rho^{(1)}=\tfrac23\rho+\tfrac16\operatorname{Tr}\rho\;1 .
\]
For \(\rho=|\psi\rangle\langle\psi|\) this gives \(F=(\tfrac23+\tfrac16)\langle\psi|\psi\rangle^2\), which is \(5/6\) for a unit vector.

Collecting by \(ij\) instead gives the ancilla, \(\rho^{(3)}=a^2D+2b^2\sigma_0\rho\sigma_0\). Using \(\sigma_0\rho\sigma_0=\rho^T+\operatorname{Tr}\rho\;1-2D\) and \(a^2=4b^2\), this is \(\tfrac13\rho^T+\tfrac13\operatorname{Tr}\rho\;1\).

For the converse, take \(\psi=(3/5,4/5)\), with \(r=(24/25,\,0,\,-7/25)\). The components \(r_0\) and \(r_2\) are nonzero, so \(2ab=\eta=a^2\). Dividing by \(a>0\) gives \(a=2b\), the norm gives \(6b^2=1\), and \(b=a/2\) is positive.

For this same input the Buzek-Hillery clone is
\[
\frac23\cdot\frac1{25}\begin{pmatrix}9&12\\12&16\end{pmatrix}+\frac16\,1=\frac1{150}\begin{pmatrix}61&48\\48&89\end{pmatrix},
\]
with Bloch vector \((16/25,\,0,\,-14/75)\) and \(F=(549+1152+1424)/3750=5/6\).

## What the formal version assumes

`Q3` labels the eight basis states in the order clone, clone, ancilla, and `cloner a b` is \(V\) as an \(8\times2\) matrix whose column `s` is the image of \(|s\rangle\). `output` is \(V\rho V^\dagger\), `proj` is \(|\psi\rangle\langle\psi|\), and `red1`, `red2`, `red3` are the partial traces as index sums. Normalisation is the hypothesis `star ψ ⬝ᵥ ψ = 1`. `fidelity` carries no square root. `bloch`, `fidelity` and `η` are complex, and the statements about \(\rho\) hold for any complex \(2\times2\) matrix, Hermitian or not.

The cloner is an isometry from one qubit into three; no unitary acting on input, blank and ancilla is constructed. The value \(5/6\) is known as the best fidelity that a symmetric universal cloner from one qubit to two can reach, but neither theorem states that bound: the first evaluates one machine, and the second compares only maps of the real two-parameter form above.

The cases that follow are read off the general formulas and have no theorem of their own. Without \(a>0\), the pair \(a=0\), \(b=1/\sqrt2\) is an isometry with \(\eta=0\), both clones being \(\tfrac12\,1\), and reversing the signs of both Buzek-Hillery amplitudes also passes. Without the isometry condition, any \(a=2b>0\) scales \(r\) uniformly by \(a^2\). Without uniform scaling, the limit \(a=1\), \(b=0\) copies basis states exactly and sends \(r\) to \((0,0,r_2)\), so that \((|0\rangle+|1\rangle)/\sqrt2\) is reproduced with \(F=1/2\).

In a state-vector code that stores \(\phi=V\psi\) at zero-based positions \(4i+2j+k\), a row-major reshape gives \(\phi_{ijk}\), and the first clone is \(\rho^{(1)}_{ii'}=\sum_{jk}\phi_{ijk}\phi^*_{i'jk}\), which is `red1` applied to `proj`.

In Lean 4 with Mathlib:

```lean
import Mathlib

open Matrix

namespace UniversalCloner

noncomputable section

/-- Basis labels of three qubits: first clone, second clone, ancilla. -/
abbrev Q3 := Fin 2 × Fin 2 × Fin 2

/-- The computational basis vector `|i j k⟩` of three qubits. -/
def e (i j k : Fin 2) : Q3 → ℂ := fun p => if p = (i, j, k) then 1 else 0

/-- The linear map `|0⟩ ↦ a|000⟩ + b(|011⟩ + |101⟩)`, `|1⟩ ↦ a|111⟩ + b(|010⟩ + |100⟩)`
with real amplitudes `a`, `b`. -/
def cloner (a b : ℝ) : Matrix Q3 (Fin 2) ℂ := Matrix.of fun p s =>
  if s = 0 then (a : ℂ) * e 0 0 0 p + (b : ℂ) * (e 0 1 1 p + e 1 0 1 p)
  else (a : ℂ) * e 1 1 1 p + (b : ℂ) * (e 0 1 0 p + e 1 0 0 p)

/-- The Buzek-Hillery amplitude `√(2/3)`. -/
def bhA : ℝ := Real.sqrt (2 / 3)

/-- The Buzek-Hillery amplitude `√(1/6)`. -/
def bhB : ℝ := Real.sqrt (1 / 6)

/-- The three-qubit output `V ρ V†` for a one-qubit input `ρ`. -/
def output (a b : ℝ) (ρ : Matrix (Fin 2) (Fin 2) ℂ) : Matrix Q3 Q3 ℂ :=
  cloner a b * ρ * (cloner a b)ᴴ

/-- Reduced state of the first qubit: partial trace over the second and third. -/
def red1 (M : Matrix Q3 Q3 ℂ) : Matrix (Fin 2) (Fin 2) ℂ :=
  Matrix.of fun i i' => ∑ j, ∑ k, M (i, j, k) (i', j, k)

/-- Reduced state of the second qubit: partial trace over the first and third. -/
def red2 (M : Matrix Q3 Q3 ℂ) : Matrix (Fin 2) (Fin 2) ℂ :=
  Matrix.of fun j j' => ∑ i, ∑ k, M (i, j, k) (i, j', k)

/-- Reduced state of the third qubit: partial trace over the first and second. -/
def red3 (M : Matrix Q3 Q3 ℂ) : Matrix (Fin 2) (Fin 2) ℂ :=
  Matrix.of fun k k' => ∑ i, ∑ j, M (i, j, k) (i, j, k')

/-- The outer product `|ψ⟩⟨ψ|`. -/
def proj {n : Type*} (ψ : n → ℂ) : Matrix n n ℂ := Matrix.of fun i j => ψ i * star (ψ j)

/-- The Pauli matrices `σx`, `σy`, `σz`. -/
def pauli : Fin 3 → Matrix (Fin 2) (Fin 2) ℂ :=
  ![!![0, 1; 1, 0], !![0, -Complex.I; Complex.I, 0], !![1, 0; 0, -1]]

/-- The Bloch vector of `ρ`, with components `Tr(ρ σ_k)`. -/
def bloch (ρ : Matrix (Fin 2) (Fin 2) ℂ) : Fin 3 → ℂ := fun k => trace (ρ * pauli k)

/-- The fidelity `⟨ψ|ρ|ψ⟩` of `ρ` with the vector `ψ`. -/
def fidelity (ψ : Fin 2 → ℂ) (ρ : Matrix (Fin 2) (Fin 2) ℂ) : ℂ := star ψ ⬝ᵥ ρ *ᵥ ψ

/-- The Gram matrix `V†V` equals `(a² + 2b²)` times the identity. -/
theorem cloner_gram (a b : ℝ) :
    (cloner a b)ᴴ * cloner a b = ((a : ℂ) ^ 2 + 2 * (b : ℂ) ^ 2) • (1 : Matrix _ _ ℂ) := by
  ext i j
  fin_cases i <;> fin_cases j <;>
    simp [cloner, e, Matrix.mul_apply, Fintype.sum_prod_type, Fin.sum_univ_two] <;> ring

/-- On the input `|ψ⟩⟨ψ|` the output `V ρ V†` is `|Vψ⟩⟨Vψ|`. -/
theorem output_pure (a b : ℝ) (ψ : Fin 2 → ℂ) :
    output a b (proj ψ) = proj (cloner a b *ᵥ ψ) := by
  ext p q
  simp [output, proj, Matrix.mul_apply, Matrix.mulVec, dotProduct, Fin.sum_univ_two]
  ring

/-- The first and second output qubits have the same reduced state. -/
theorem clones_equal (a b : ℝ) (ρ : Matrix (Fin 2) (Fin 2) ℂ) :
    red2 (output a b ρ) = red1 (output a b ρ) := by
  ext i j
  fin_cases i <;> fin_cases j <;>
    simp [red1, red2, output, cloner, e, Matrix.mul_apply, Fin.sum_univ_two]

/-- The first output qubit is `2ab ρ + b² (Tr ρ) 1 + (a² - 2ab) diag ρ`. -/
theorem clone_general (a b : ℝ) (ρ : Matrix (Fin 2) (Fin 2) ℂ) :
    red1 (output a b ρ) = (2 * ((a : ℂ) * b)) • ρ + ((b : ℂ) ^ 2 * trace ρ) • (1 : Matrix _ _ ℂ)
      + ((a : ℂ) ^ 2 - 2 * ((a : ℂ) * b)) • diagonal ρ.diag := by
  ext i j
  fin_cases i <;> fin_cases j <;>
    simp [red1, output, cloner, e, Matrix.mul_apply, Fin.sum_univ_two, trace_fin_two] <;> ring

/-- In the first output qubit the x and y Bloch components are scaled by `2ab` and the
z component by `a²`. -/
theorem bloch_general (a b : ℝ) (ρ : Matrix (Fin 2) (Fin 2) ℂ) :
    bloch (red1 (output a b ρ)) =
      ![2 * ((a : ℂ) * b) * bloch ρ 0, 2 * ((a : ℂ) * b) * bloch ρ 1,
        (a : ℂ) ^ 2 * bloch ρ 2] := by
  rw [clone_general]
  funext k
  fin_cases k <;>
    simp [bloch, pauli, trace_fin_two, Matrix.mul_apply, Fin.sum_univ_two,
      Matrix.one_apply, Matrix.diagonal_apply] <;> ring

/-- The Buzek-Hillery amplitudes obey `a² = 2/3`, `b² = 1/6` and `ab = 1/3`. -/
theorem bh_coeffs :
    (bhA : ℂ) ^ 2 = 2 / 3 ∧ (bhB : ℂ) ^ 2 = 1 / 6 ∧ (bhA : ℂ) * bhB = 1 / 3 := by
  have h1 : bhA ^ 2 = 2 / 3 := Real.sq_sqrt (by norm_num)
  have h2 : bhB ^ 2 = 1 / 6 := Real.sq_sqrt (by norm_num)
  have h3 : bhA * bhB = 1 / 3 := by
    unfold bhA bhB
    rw [← Real.sqrt_mul (by norm_num), show (2 / 3 * (1 / 6) : ℝ) = (1 / 3) ^ 2 by norm_num,
      Real.sqrt_sq (by norm_num)]
  have c1 := congrArg Complex.ofReal h1
  have c2 := congrArg Complex.ofReal h2
  have c3 := congrArg Complex.ofReal h3
  push_cast at c1 c2 c3
  exact ⟨c1, c2, c3⟩

/-- For the Buzek-Hillery amplitudes and any input `ρ`, the first output qubit is
`(2/3) ρ + (Tr ρ / 6) 1` and its Bloch vector is `2/3` of that of `ρ`. -/
theorem bh_channel (ρ : Matrix (Fin 2) (Fin 2) ℂ) :
    red1 (output bhA bhB ρ) = (2 / 3 : ℂ) • ρ + (trace ρ / 6) • (1 : Matrix _ _ ℂ) ∧
    bloch (red1 (output bhA bhB ρ)) = (2 / 3 : ℂ) • bloch ρ := by
  obtain ⟨h1, h2, h3⟩ := bh_coeffs
  -- the coefficient a² - 2ab of the diagonal part vanishes
  have h : red1 (output bhA bhB ρ)
      = (2 / 3 : ℂ) • ρ + (trace ρ / 6) • (1 : Matrix _ _ ℂ) := by
    rw [clone_general, h1, h2, h3]
    module
  refine ⟨h, ?_⟩
  rw [h]
  funext k
  fin_cases k <;>
    simp [bloch, pauli, trace_fin_two, Matrix.mul_apply, Fin.sum_univ_two,
      Matrix.one_apply] <;> ring

/-- For the Buzek-Hillery amplitudes the third output qubit is `ρᵀ / 3 + (Tr ρ / 3) 1`. -/
theorem bh_ancilla (ρ : Matrix (Fin 2) (Fin 2) ℂ) :
    red3 (output bhA bhB ρ) = (1 / 3 : ℂ) • ρᵀ + (trace ρ / 3) • (1 : Matrix _ _ ℂ) := by
  obtain ⟨h1, h2, -⟩ := bh_coeffs
  have g : red3 (output bhA bhB ρ) = (2 * (bhB : ℂ) ^ 2) • ρᵀ
      + (2 * (bhB : ℂ) ^ 2 * trace ρ) • (1 : Matrix _ _ ℂ)
      + ((bhA : ℂ) ^ 2 - 4 * (bhB : ℂ) ^ 2) • diagonal ρ.diag := by
    ext i j
    fin_cases i <;> fin_cases j <;>
      simp [red3, output, cloner, e, Matrix.mul_apply, Fin.sum_univ_two,
        trace_fin_two] <;> ring
  rw [g, h1, h2]
  module

/-- The Buzek-Hillery cloner is an isometry, and for every unit input `ψ` each of the first two
qubits of `Vψ` has `2/3` of the Bloch vector of `ψ` and fidelity `5/6` with `ψ`. -/
theorem buzek_hillery :
    (cloner bhA bhB)ᴴ * cloner bhA bhB = 1 ∧
    ∀ ψ : Fin 2 → ℂ, star ψ ⬝ᵥ ψ = 1 →
      bloch (red1 (proj (cloner bhA bhB *ᵥ ψ))) = (2 / 3 : ℂ) • bloch (proj ψ) ∧
      bloch (red2 (proj (cloner bhA bhB *ᵥ ψ))) = (2 / 3 : ℂ) • bloch (proj ψ) ∧
      fidelity ψ (red1 (proj (cloner bhA bhB *ᵥ ψ))) = 5 / 6 ∧
      fidelity ψ (red2 (proj (cloner bhA bhB *ᵥ ψ))) = 5 / 6 := by
  obtain ⟨h1, h2, -⟩ := bh_coeffs
  constructor
  · rw [cloner_gram, h1, h2]
    norm_num
  · intro ψ hψ
    rw [← output_pure, clones_equal]
    obtain ⟨hc, hb⟩ := bh_channel (proj ψ)
    -- the fidelity is (2/3 + 1/6) = 5/6 times the square of ⟨ψ|ψ⟩
    have hf : fidelity ψ (red1 (output bhA bhB (proj ψ))) = 5 / 6 * (star ψ ⬝ᵥ ψ) ^ 2 := by
      rw [hc]
      simp [fidelity, proj, dotProduct, Matrix.mulVec, trace_fin_two, Fin.sum_univ_two,
        Matrix.one_apply] <;> ring
    rw [hψ, one_pow, mul_one] at hf
    exact ⟨hb, hb, hf, hf⟩

/-- If `a > 0`, the map with amplitudes `a`, `b` is an isometry, and the first output qubit has
a fixed multiple `η` of the input Bloch vector for every unit input, then `a = √(2/3)` and
`b = √(1/6)`. -/
theorem universal_unique (a b : ℝ) (η : ℂ) (ha : 0 < a)
    (hV : (cloner a b)ᴴ * cloner a b = 1)
    (hη : ∀ ψ : Fin 2 → ℂ, star ψ ⬝ᵥ ψ = 1 →
      bloch (red1 (proj (cloner a b *ᵥ ψ))) = η • bloch (proj ψ)) :
    a = bhA ∧ b = bhB := by
  rw [cloner_gram] at hV
  have hnc : (a : ℂ) ^ 2 + 2 * (b : ℂ) ^ 2 = 1 := by
    simpa using congrFun (congrFun hV 0) 0
  have hn : a ^ 2 + 2 * b ^ 2 = 1 := by exact_mod_cast hnc
  -- a test state with nonzero x and z components compares the two scaling factors
  have h := hη ![3 / 5, 4 / 5]
    (by simp [dotProduct, Fin.sum_univ_two, map_ofNat] <;> norm_num)
  have r0 : bloch (proj ![3 / 5, 4 / 5]) 0 = 24 / 25 := by
    simp [bloch, pauli, proj, trace_fin_two, Matrix.mul_apply, Fin.sum_univ_two,
      map_ofNat] <;> norm_num
  have r2 : bloch (proj ![3 / 5, 4 / 5]) 2 = -7 / 25 := by
    simp [bloch, pauli, proj, trace_fin_two, Matrix.mul_apply, Fin.sum_univ_two,
      map_ofNat] <;> norm_num
  rw [← output_pure, bloch_general] at h
  have h0 : 2 * ((a : ℂ) * b) * bloch (proj ![3 / 5, 4 / 5]) 0
      = η * bloch (proj ![3 / 5, 4 / 5]) 0 := congrFun h 0
  have h2 : (a : ℂ) ^ 2 * bloch (proj ![3 / 5, 4 / 5]) 2
      = η * bloch (proj ![3 / 5, 4 / 5]) 2 := congrFun h 2
  rw [r0] at h0
  rw [r2] at h2
  have hc : (a : ℂ) ^ 2 = 2 * ((a : ℂ) * b) := by
    linear_combination (-25 / 7) * h2 - (25 / 24) * h0
  have hr : a ^ 2 = 2 * (a * b) := by exact_mod_cast hc
  have hab : a = 2 * b := mul_left_cancel₀ ha.ne' (by linear_combination hr)
  have hb2 : b ^ 2 = 1 / 6 := by linear_combination (1 / 6) * hn - (a + 2 * b) / 6 * hab
  have ha2 : a ^ 2 = 2 / 3 := by linear_combination hn - 2 * hb2
  have hb : 0 ≤ b := by linarith
  unfold bhA bhB
  rw [← ha2, ← hb2, Real.sqrt_sq ha.le, Real.sqrt_sq hb]
  exact ⟨rfl, rfl⟩

end

end UniversalCloner
```

```lean
#print axioms UniversalCloner.bh_ancilla
#print axioms UniversalCloner.buzek_hillery
#print axioms UniversalCloner.universal_unique
```

```
'UniversalCloner.bh_ancilla' depends on axioms: [propext, Classical.choice, Quot.sound]
'UniversalCloner.buzek_hillery' depends on axioms: [propext, Classical.choice, Quot.sound]
'UniversalCloner.universal_unique' depends on axioms: [propext, Classical.choice, Quot.sound]
```

## Notes on the proof

`cloner_gram`, `clones_equal` and `clone_general` go through the four matrix entries with `fin_cases`; `simp` expands the sums over basis labels, which replaces the grouping into \(K_{jk}\), and `ring` matches the polynomials where needed. `output_pure` is \(V|\psi\rangle\langle\psi|V^\dagger=|V\psi\rangle\langle V\psi|\), which lets formulas for matrices apply to the pure output. `bloch_general` takes the three traces of `clone_general`.

`bh_coeffs` obtains \(ab=1/3\) by writing \(\tfrac23\cdot\tfrac16=(\tfrac13)^2\) under one root. `bh_channel` substitutes the three values, `module` collects the matrix terms, and the traces are then taken. `bh_ancilla` first writes \(\rho^{(3)}\) with coefficient \(a^2-4b^2\) on \(D\); the main theorem does not use it.

`buzek_hillery` reduces the second clone to the first and proves `hf`, the fidelity as \(\tfrac56\langle\psi|\psi\rangle^2\), before inserting `hψ`. `universal_unique` uses `hη` at the single test state. The equations `h0` and `h2` are the \(x\) and \(z\) components, and the combination `(-25 / 7) * h2 - (25 / 24) * h0` eliminates \(\eta\). `mul_left_cancel₀` is the division by \(a\), and the signs of \(a\) and \(b\) select the positive roots.
